# A Pell identity for Chebyshev polynomials rescaled to an interval

Chebyshev polynomials rescaled to an energy interval are a common tool for estimates on spectra, but this lemma is pure algebra and involves no Hamiltonian or state. For any real `c` and `d` and any natural number `k`, it states that some real polynomial `u` makes the square of `comparison c d k` plus `(d - x)(x - c)` times the square of `u` equal to the constant `(2 * ((d - c) / 4) ^ k) ^ 2`. The comparison polynomials start with 2 and `x - (c + d) / 2`. Each later one is `x - (c + d) / 2` times the previous one, minus `((d - c) / 4) ^ 2` times the one before that. The attempt proves by induction that two auxiliary polynomials satisfy a quadratic identity, then rewrites the endpoints in terms of the midpoint and quarter-width of the interval to reach the stated form.

In Lean, a first try:

```lean
import Mathlib

open Polynomial
open scoped InnerProductSpace

namespace LanczosCouplingBound

variable {E : Type*} [NormedAddCommGroup E] [InnerProductSpace ℝ E]

/-- For `c < d`, the Chebyshev polynomial of the first kind moved to `[c, d]`, scaled so that the
leading coefficient is one from degree one on. -/
noncomputable def comparison (c d : ℝ) : ℕ → ℝ[X]
  | 0 => 2
  | 1 => X - C ((c + d) / 2)
  | k + 2 => (X - C ((c + d) / 2)) * comparison c d (k + 1)
      - C (((d - c) / 4) ^ 2) * comparison c d k

variable {A : Module.End ℝ E} {m : ℕ} {q : ℕ → E} {a b : ℕ → ℝ} {c d : ℝ}

/-- Pell identity: the square of the comparison polynomial and `(d - x)(x - c)` times another
square add up to a constant. -/
theorem comparison_pell (c d : ℝ) (k : ℕ) : ∃ u : ℝ[X],
    comparison c d k ^ 2 + (C d - X) * (X - C c) * u ^ 2 = C ((2 * ((d - c) / 4) ^ k) ^ 2) := by
  have key : ∃ u v : ℝ[X], comparison c d k = 2 * v - (X - C ((c + d) / 2)) * u ∧
      comparison c d (k + 1) = (X - C ((c + d) / 2)) * v - 2 * C (((d - c) / 4) ^ 2) * u ∧
      v ^ 2 - (X - C ((c + d) / 2)) * u * v + C (((d - c) / 4) ^ 2) * u ^ 2
        = C (((d - c) / 4) ^ 2) ^ k := by
    induction k with
    | zero => exact ⟨0, 1, by simp [comparison], by simp [comparison], by simp⟩
    | succ k ih =>
      obtain ⟨u, v, h0, h1, h2⟩ := ih
      have hrec : comparison c d (k + 1 + 1) = (X - C ((c + d) / 2)) * comparison c d (k + 1)
          - C (((d - c) / 4) ^ 2) * comparison c d k := rfl
      refine ⟨v, (X - C ((c + d) / 2)) * v - C (((d - c) / 4) ^ 2) * u, ?_, ?_, ?_⟩
      · rw [h1]; ring
      · rw [hrec, h1, h0]; ring
      · linear_combination C (((d - c) / 4) ^ 2) * h2
  obtain ⟨u, v, h0, -, h2⟩ := key
  have two : (2 : ℝ[X]) = C 2 := by simp
  have hd : C d = C ((c + d) / 2) + 2 * C ((d - c) / 4) := by
    rw [two, ← C_mul, ← C_add]; congr 1; ring
  have hc : C c = C ((c + d) / 2) - 2 * C ((d - c) / 4) := by
    rw [two, ← C_mul, ← C_sub]; congr 1; ring
  have e1 : (C d - X) * (X - C c)
      = 4 * C (((d - c) / 4) ^ 2) - (X - C ((c + d) / 2)) ^ 2 := by
    rw [hd, hc, C_pow]; ring
  have e2 : C ((2 * ((d - c) / 4) ^ k) ^ 2) = 4 * C (((d - c) / 4) ^ 2) ^ k := by
    simp only [C_pow, C_mul]
    rw [← two]; ring
  refine ⟨u, ?_⟩
  rw [h0]
  linear_combination u ^ 2 * e1 + 4 * h2 - e2

end LanczosCouplingBound
```

The error:

```
Main.lean:39:36: error: `simp` made no progress
```

The mended proof, as a diff:

```diff
@@ -37,5 +37,5 @@
       · linear_combination C (((d - c) / 4) ^ 2) * h2
   obtain ⟨u, v, h0, -, h2⟩ := key
-  have two : (2 : ℝ[X]) = C 2 := by simp
+  have two : (2 : ℝ[X]) = C 2 := (map_ofNat (C : ℝ →+* ℝ[X]) 2).symm
   have hd : C d = C ((c + d) / 2) + 2 * C ((d - c) / 4) := by
     rw [two, ← C_mul, ← C_add]; congr 1; ring
```

The error is in the auxiliary fact `two`, which says that the numeral 2 in `ℝ[X]` equals `C 2`, the constant polynomial made from the real number 2. The equation is true, but proving it needs the fact that the ring homomorphism `C` sends the numeral 2 to the numeral 2. Mathlib has this as the general lemma `map_ofNat`, which is not marked as a simplification lemma, so a plain `simp` does not try it. Nothing else in the default simp set rewrites either side, and `simp` reports an error when it makes no progress.

The repair supplies the lemma by name. Applied to `C` and 2, `map_ofNat` gives `C 2 = 2`, and the ascription `(C : ℝ →+* ℝ[X])` states explicitly which homomorphism is meant. Since `two` has the sides in the opposite order, `.symm` turns the equation round. The later steps that rewrite with `two` stay as they were.
